# Rescaling the fields multiplies their recursive hafnian by the product of the factors

Suppose an oscillator is in a Gaussian state of zero mean, the pair correlations of its coordinates are known in laboratory units, and a calculation needs a six-point correlator in dimensionless ones. Every coordinate $x$ is multiplied by its own factor $d(x)$, so every pair correlation $c(x,y)$ becomes $d(x)\,c(x,y)\,d(y)$. What happens to the six-point correlator, which is a sum of fifteen products of pair correlations?

For non-interacting bosons in a Gaussian state of zero mean, Wick's theorem writes each correlator as such a sum over pairings, a hafnian. The development below takes this sum as the definition of the correlator and does not derive it from operators. It shows that the whole sum acquires one factor $d(x)$ for each field in the correlator, and draws a charge selection rule from that.

Fields are labels in an arbitrary type `α`, and values lie in a commutative ring `R`, which may be $\mathbb{R}$, $\mathbb{C}$ or a ring of polynomials in some parameter.

```lean
import Mathlib

open Finset

namespace HafnianRescaling

noncomputable section

variable {α R : Type*} [CommRing R]
```

## The correlator as a recursion

A contraction is a function $c$ of two labels with values in the ring. Write a list of fields as $x$ followed by $L=[y_0,\dots,y_{n-1}]$, and let $L\setminus j$ be $L$ with the entry at position $j$ removed. The correlator is defined by

$$\mathrm{haf}_c([\,])=1,\qquad \mathrm{haf}_c(x::L)=\sum_{j=0}^{n-1}c(x,y_j)\,\mathrm{haf}_c(L\setminus j).$$

The first field is paired with each later one, and the remaining fields are paired among themselves. A single field has no partner, so its sum is empty and its correlator is zero. In Lean, `L.get j` is $y_j$ and `L.eraseIdx j` is $L\setminus j$. Removal is by position, so a label that occurs several times loses only one copy.

The earlier field always stands in the first argument of $c$. No symmetry is assumed, which leaves room for vacuum contractions of bosonic operators, where order matters. Fermions would need signs, and hence a Pfaffian, which this definition does not provide.

```lean
/-- The recursive hafnian: the first field is contracted with each later field in turn,
and the two are removed from the list. -/
def haf (c : α → α → R) : List α → R
  | [] => 1
  | x :: L => ∑ j : Fin L.length, c x (L.get j) * haf c (L.eraseIdx j)
termination_by L => L.length
decreasing_by exact Nat.lt_succ_of_le (List.eraseIdx_sublist _ _).length_le
```

The recursive equation is recorded as a lemma, so that later proofs can expand a correlator along its first field.

```lean
/-- Wick expansion of a correlator along its first field. -/
theorem haf_cons (c : α → α → R) (x : α) (L : List α) :
    haf c (x :: L) = ∑ j : Fin L.length, c x (L.get j) * haf c (L.eraseIdx j) := by
  rw [haf]
```

For two fields the sum has one term, $\mathrm{haf}_c([x,y])=c(x,y)\,\mathrm{haf}_c([\,])=c(x,y)$.

```lean
/-- The correlator of two fields is their contraction. -/
theorem haf_pair (c : α → α → R) (x y : α) : haf c [x, y] = c x y := by
  rw [haf_cons]
  refine (Fin.sum_univ_one _).trans ?_
  show c x y * haf c [] = c x y
  rw [haf, mul_one]
```

## Collecting the factors

Let $P_d(L)=\prod_{x\in L}d(x)$, with repeated labels counted as often as they occur and $P_d([\,])=1$. In Lean this is `(L.map d).prod`. Taking one entry out of the product and multiplying it back changes nothing:

$$d(y_j)\,P_d(L\setminus j)=P_d(L).$$

For $j=0$ this is the definition of the product. For $j=k+1$ the head of the list stays in place, and the identity for position $k$ of the tail is multiplied by the head's factor. That multiplication is the step `linear_combination d x * ih`.

```lean
/-- The factor of one field times the product of the factors of all the others is the
product over the whole list. -/
theorem prod_eraseIdx (d : α → R) : ∀ (L : List α) (j : Fin L.length),
    d (L.get j) * ((L.eraseIdx j).map d).prod = (L.map d).prod
  | [], j => j.elim0
  | x :: L, ⟨0, _⟩ => by simp
  | x :: L, ⟨k + 1, h⟩ => by
    have ih := prod_eraseIdx d L ⟨k, Nat.lt_of_succ_lt_succ h⟩
    simp only [List.get_eq_getElem, List.eraseIdx_cons_succ, List.getElem_cons_succ,
      List.map_cons, List.prod_cons] at ih ⊢
    linear_combination d x * ih
```

Now let $c'(x,y)=d(x)\,c(x,y)\,d(y)$ for all labels in the list, and assume the scaling law for shorter lists. Then

$$
\begin{aligned}
\mathrm{haf}_{c'}(x::L)&=\sum_j c'(x,y_j)\,\mathrm{haf}_{c'}(L\setminus j)\\
&=\sum_j d(x)\,c(x,y_j)\,d(y_j)\,P_d(L\setminus j)\,\mathrm{haf}_c(L\setminus j)\\
&=d(x)\,P_d(L)\sum_j c(x,y_j)\,\mathrm{haf}_c(L\setminus j)\\
&=P_d(x::L)\,\mathrm{haf}_c(x::L).
\end{aligned}
$$

The third line uses the product identity in each term. The empty list gives $1=1\cdot 1$.

The theorem `haf_rescale` states this for every list. Its hypothesis concerns only labels that occur in the list, but it covers both orders of each pair and also equal labels, slightly more than the expansion uses. The factors $d(x)$ may be zero.

In the proof, `ih` is the scaling law for $L\setminus j$, whose fields all come from $L$ and so inherit the hypothesis, and `hx` is the relation for the contracted pair. After both are substituted, `ring` compares the two sides term by term. The recursion runs on the length of the list because each contraction removes two fields.

```lean
/-- Rescaling each field `x` in the contractions by `d x` multiplies the correlator of a
list of fields by the product of their factors. -/
theorem haf_rescale (c c' : α → α → R) (d : α → R) : ∀ L : List α,
    (∀ x ∈ L, ∀ y ∈ L, c' x y = d x * c x y * d y) →
    haf c' L = (L.map d).prod * haf c L
  | [], _ => by simp [haf]
  | x :: L, h => by
    rw [haf_cons, haf_cons, Finset.mul_sum]
    refine Finset.sum_congr rfl fun j _ => ?_
    -- the fields left after one contraction still obey the rescaling relation
    have hs := List.eraseIdx_sublist L j
    have ih := haf_rescale c c' d (L.eraseIdx j) (fun a ha b hb =>
      h a (List.mem_cons_of_mem _ (hs.subset ha)) b (List.mem_cons_of_mem _ (hs.subset hb)))
    have hx := h x List.mem_cons_self (L.get j) (List.mem_cons_of_mem _ (List.get_mem L j))
    -- the contracted partner supplies the factor missing from the shorter list
    rw [ih, hx, List.map_cons, List.prod_cons, ← prod_eraseIdx d L j]
    ring
termination_by L => L.length
decreasing_by exact Nat.lt_succ_of_le (List.eraseIdx_sublist _ _).length_le
```

## What the scaling law says about the contractions

If all correlators scale in this way, the two-field ones do too, and

$$c'(x,y)=\mathrm{haf}_{c'}([x,y])=d(x)\,d(y)\,\mathrm{haf}_c([x,y])=d(x)\,c(x,y)\,d(y).$$

The scaling law for all lists is therefore equivalent to the relation between the contractions for all pairs of labels. The forward direction evaluates the law at `[x, y]`, and the backward direction is the previous theorem.

```lean
/-- All correlators scale with the product of the field factors exactly when the
contractions are related by rescaling both fields. -/
theorem haf_rescale_iff (c c' : α → α → R) (d : α → R) :
    (∀ L : List α, haf c' L = (L.map d).prod * haf c L) ↔
      ∀ x y, c' x y = d x * c x y * d y := by
  constructor
  · intro h x y
    -- two-field correlators already determine the contraction
    have h2 := h [x, y]
    simp only [haf_pair, List.map_cons, List.map_nil, List.prod_cons, List.prod_nil,
      mul_one] at h2
    linear_combination h2
  · intro h L
    exact haf_rescale c c' d L (fun x _ y _ => h x y)
```

## Normalised contractions

Over a field of numbers, choose scales $s(x)\neq 0$ for the labels in $L$ and set $\tilde c(x,y)=c(x,y)/(s(x)s(y))$. Since $c(x,y)=s(x)\,\tilde c(x,y)\,s(y)$, the scaling law gives

$$P_s(L)\,\mathrm{haf}_{\tilde c}(L)=\mathrm{haf}_c(L).$$

For real Gaussian variables with positive variances, the choice $s(x)=\sqrt{c(x,x)}$ turns the covariance matrix into the correlation matrix.

In a program, this amounts to dividing row and column $x$ of the matrix by $s(x)$, calling the hafnian routine, and multiplying the result by $\prod_x s(x)^{n_x}$, where $n_x$ is the number of times $x$ occurs. If the scales are positive and their product might overflow, their logarithms can be summed instead.

The Lean proof applies `haf_rescale` with the normalised contraction as the starting one; `field_simp` cancels the scales.

```lean
/-- The correlator computed with contractions normalised by nonzero field scales `s`,
multiplied by the product of the scales, is the original correlator. -/
theorem haf_normalised {K : Type*} [Field K] (c : α → α → K) (s : α → K) (L : List α)
    (hs : ∀ x ∈ L, s x ≠ 0) :
    (L.map s).prod * haf (fun x y => c x y / (s x * s y)) L = haf c L := by
  refine (haf_rescale (fun x y => c x y / (s x * s y)) c s L ?_).symm
  intro x hx y hy
  have h1 := hs x hx
  have h2 := hs y hy
  field_simp
```

## From an invariance to a selection rule

Suppose a rescaling leaves the contractions unchanged, $d(x)\,c(x,y)\,d(y)=c(x,y)$. The scaling law with $c'=c$ becomes

$$\mathrm{haf}_c(L)=P_d(L)\,\mathrm{haf}_c(L),\qquad\text{so}\qquad (P_d(L)-1)\,\mathrm{haf}_c(L)=0.$$

If $P_d(L)\neq 1$, the correlator vanishes. The last inference needs a ring in which a product is zero only if a factor is zero; this is the assumption `IsDomain R`.

```lean
/-- If a rescaling of the fields leaves their contractions unchanged and the product of
the factors is not one, the correlator vanishes. -/
theorem selection_rule [IsDomain R] (c : α → α → R) (d : α → R) (L : List α)
    (h : ∀ x ∈ L, ∀ y ∈ L, d x * c x y * d y = c x y) (hd : (L.map d).prod ≠ 1) :
    haf c L = 0 := by
  have e := haf_rescale c c d L (fun x hx y hy => (h x hx y hy).symm)
  have h0 : ((L.map d).prod - 1) * haf c L = 0 := by linear_combination -e
  exact (mul_eq_zero.mp h0).resolve_left (sub_ne_zero.mpr hd)
```

Give each label an integer charge $q(x)$, and suppose that $c(x,y)\neq 0$ only if $q(x)+q(y)=0$. This condition stands for a state invariant under the corresponding phase symmetry, such as a thermal state of free bosons with conserved particle number, where creation operators carry charge $+1$ and annihilation operators $-1$. Here it is assumed of the contractions and not derived from a Hamiltonian.

Take $d(x)=2^{q(x)}$. Where $c(x,y)\neq 0$,

$$2^{q(x)}\,c(x,y)\,2^{q(y)}=2^{q(x)+q(y)}\,c(x,y)=c(x,y),$$

and where $c(x,y)=0$ both sides vanish. The product of the factors is $2^{Q}$, with $Q=\sum_{x\in L}q(x)$. If $Q\neq 0$, then $2^Q\neq 1$ and the selection rule gives $\mathrm{haf}_c(L)=0$.

The usual symmetry argument uses a phase $e^{i\theta q(x)}$. A fixed phase can return to 1 at a nonzero total charge, whereas a power of 2 cannot, so a single real factor suffices.

The proof follows these steps. The inner statement `hp` turns the product of powers into a power of the sum, by induction on the list. Taking norms then moves $2^Q=1$ to the real numbers, where `zpow_right_injective₀` yields $Q=0$, against the hypothesis. A Wick-expansion code for such a Gaussian state can use the result by adding up the charges first and skipping the expansion when the sum is nonzero.

```lean
/-- If only fields of opposite charge have a nonzero contraction, a correlator of nonzero
total charge vanishes. -/
theorem charge_conservation (c : α → α → ℂ) (q : α → ℤ) (L : List α)
    (h : ∀ x ∈ L, ∀ y ∈ L, c x y ≠ 0 → q x + q y = 0) (hq : (L.map q).sum ≠ 0) :
    haf c L = 0 := by
  have two : (2 : ℂ) ≠ 0 := two_ne_zero
  -- rescale a field of charge q by 2 ^ q
  refine selection_rule c (fun x => (2 : ℂ) ^ q x) L ?_ ?_
  · intro x hx y hy
    by_cases hc : c x y = 0
    · simp [hc]
    · calc (2 : ℂ) ^ q x * c x y * (2 : ℂ) ^ q y
          = (2 : ℂ) ^ (q x + q y) * c x y := by rw [zpow_add₀ two]; ring
        _ = c x y := by rw [h x hx y hy hc, zpow_zero, one_mul]
  · have hp : ∀ M : List α,
        (M.map (fun x => (2 : ℂ) ^ q x)).prod = (2 : ℂ) ^ (M.map q).sum := by
      intro M
      induction M with
      | nil => simp
      | cons a M ih =>
        rw [List.map_cons, List.prod_cons, ih, List.map_cons, List.sum_cons, zpow_add₀ two]
    rw [hp L]
    intro h1
    -- a power of two equals one only for exponent zero
    have h2 : ‖(2 : ℂ) ^ (L.map q).sum‖ = 1 := by rw [h1, norm_one]
    have h3 : ‖(2 : ℂ)‖ = 2 := by simp
    rw [norm_zpow, h3] at h2
    apply hq
    apply zpow_right_injective₀ (show (0 : ℝ) < 2 by norm_num) (by norm_num)
    simpa only [zpow_zero] using h2
```

## A pair with a nonzero correlator

Two labels show that the condition on the contractions does not force every correlator of two or more fields to vanish. Let different labels have contraction 1 and equal labels contraction 0. These are the pair correlations of a classical complex Gaussian amplitude $z$ and its conjugate, with $\langle |z|^2\rangle=1$ and $\langle z^2\rangle=0$. For an annihilation operator and its adjoint the two orders would differ by 1.

```lean
/-- Contraction of two field labels: one between different labels, zero between equal ones. -/
def pairContraction (x y : Bool) : ℂ := if x = y then 0 else 1
```

The labels carry opposite charges.

```lean
/-- Charge `1` for the label `true` and `-1` for the label `false`. -/
def pairCharge (x : Bool) : ℤ := if x then 1 else -1
```

Only opposite charges contract, and rescaling by $2^{q}$ leaves the contraction unchanged because $2\cdot 1\cdot\tfrac12=1$. The correlator of the two different fields is 1. Its total charge is zero, so the selection rule does not apply to it. The first two parts are checked by running through the four pairs of labels, the third by the two-field formula.

```lean
/-- For the two-label contraction only opposite charges contract, rescaling by `2 ^ charge`
leaves it unchanged, and the correlator of the two different fields is one. -/
theorem charge_conservation_witness :
    (∀ x y, pairContraction x y ≠ 0 → pairCharge x + pairCharge y = 0) ∧
    (∀ x y, (2 : ℂ) ^ pairCharge x * pairContraction x y * (2 : ℂ) ^ pairCharge y
      = pairContraction x y) ∧
    haf pairContraction [true, false] = 1 := by
  refine ⟨?_, ?_, ?_⟩
  · intro x y
    cases x <;> cases y <;> simp [pairContraction, pairCharge]
  · intro x y
    cases x <;> cases y <;> norm_num [pairContraction, pairCharge]
  · rw [haf_pair]
    simp [pairContraction]

end

end HafnianRescaling
```

```lean
#print axioms HafnianRescaling.haf_rescale
#print axioms HafnianRescaling.haf_rescale_iff
#print axioms HafnianRescaling.haf_normalised
#print axioms HafnianRescaling.charge_conservation
```

```
'HafnianRescaling.haf_rescale' depends on axioms: [propext, Classical.choice, Quot.sound]
'HafnianRescaling.haf_rescale_iff' depends on axioms: [propext, Classical.choice, Quot.sound]
'HafnianRescaling.haf_normalised' depends on axioms: [propext, Classical.choice, Quot.sound]
'HafnianRescaling.charge_conservation' depends on axioms: [propext, Classical.choice, Quot.sound]
```

## The same law with matchings

The hafnian could also be defined for a matrix with rows and columns $1,\dots,2n$, as a sum over perfect matchings with each pair written in increasing order. Every matching uses each index exactly once, so the factor $\prod_i d_i$ would come out of each term directly, without recursion. In exchange, the expansion along the first field would become a theorem to prove, and a repeated field would have to be entered as a repeated row and column. With lists, the expansion is the definition and repetition needs no special treatment.
